# Two levels with a hundredfold larger gap can still meet at a complex perturbation strength inside the unit disc

## Repeated roots at complex perturbation strength

A repeated eigenvalue here means a double root of the characteristic polynomial, not a two-dimensional eigenspace. The choice matters because the perturbation strength $z$ is complex: away from real $z$ the matrix need not be Hermitian, and a double root may have only one eigenvector.

The model has two levels,
$$H(z)=\begin{pmatrix}0&vz\\ vz&\Delta+wz\end{pmatrix},$$
with real zeroth-order gap $\Delta$, coupling $v$ and diagonal shift $w$ of the upper level, all in one energy unit. The full Hamiltonian is $H(1)$. We compare

- small gap: $(\Delta,v,w)=(1/10,\,1/100,\,0)$;
- large gap: $(\Delta,v,w)=(10,\,1,\,12)$.

The ratio $v/\Delta$ is the same in both; $w/\Delta$ is not.

## Where the energies meet

Write $T=\Delta+wz$. Then
$$\det(x-H(z))=x(x-T)-v^2z^2.$$
This equals $(x-E)^2$ for all $x$ exactly when $T=2E$ and $-v^2z^2=E^2$; such an $E$ exists exactly when
$$D(z)=T^2+4v^2z^2=0.$$
Factorising gives $(\Delta+(w+2iv)z)(\Delta+(w-2iv)z)=0$, so $(w\pm2iv)z=-\Delta$ for one of the signs. Taking squared moduli,
$$|z|^2(w^2+4v^2)=\Delta^2.$$

For the small gap this forces $|z|=5$, so the closed unit disc is free of repeated eigenvalues. For the large gap,
$$z=\frac{-10}{12\pm2i}=\frac{-30\pm5i}{37},\qquad |z|^2=\frac{25}{37}<1.$$
These points lie near $z=-5/6$, where the shift $w$ makes the diagonal entries cross.

The same radius formula gives a neighbouring result: if $w^2+4v^2<\Delta^2$, no eigenvalue is repeated in the closed unit disc.

## What a meeting point does to an energy

Let $\Delta$ and $v$ be nonzero. If $v=0$ the energies are $0$ and $\Delta+wz$, which do not interact even where they cross, and if $\Delta=0$ both energies can be taken proportional to $z$; either way they can be chosen holomorphic.

Suppose $f(u)$ is an energy for all $u$ near a zero $z$ of $D$, and $f$ is differentiable at $z$. Put $g(u)=2f(u)-(\Delta+wu)$. Then $g^2=D$ near $z$, so $g(z)=0$ and
$$D'(z)=2g(z)g'(z)=0,\qquad D'(z)=2Tw+8v^2z.$$
Hence $0=D(z)-\tfrac z2D'(z)=T(T-wz)=T\Delta$, so $T=0$. Then $D'(z)=0$ gives $z=0$, and $T=\Delta=0$, a contradiction. The large-gap system therefore has no energy holomorphic on the open unit disc.

For the small gap, the energy that is the lower one at real $z$ is
$$f(z)=\frac{1-\sqrt{1+z^2/25}}{20}.$$
When $|z|<5$, the argument of the root is within distance 1 of 1, so the principal root is holomorphic there.

## Consequence for perturbation series

The file stops at holomorphy; Taylor's theorem and the identity theorem then give that the small-gap series for $f$ converges at $z=1$, while no large-gap energy series does. So a larger zeroth-order gap does not by itself make the perturbation series converge. Nor does the gap alone decide: dividing the large-gap Hamiltonian by 100 leaves its meeting points in place and gives it the gap $1/10$ of the convergent case. The gap still matters: for nonzero $\Delta$ and $v$ the energies meet at $|z|=|\Delta|/\sqrt{w^2+4v^2}$, so at fixed $v$ and $w$ a larger gap moves the meeting points outwards. Møller–Plesset series for electron correlation also expand in a perturbation strength, but generally involve more than two levels.

## The statements in Lean

`H Δ v w z` is the matrix above, `IsEnergy` says that a number solves the secular equation, and `HasRepeatedEnergy` says that the secular determinant is a perfect square. `gap_does_not_decide` excludes repeated eigenvalues from the closed unit disc for the small gap, finds the two points in the open disc for the large gap, and states that these are distinct. The last two theorems concern holomorphic energies; the negative one excludes every choice of energy function, not only the lower level.

```lean
import Mathlib

open Filter Topology
open Complex (I)

namespace GapAndConvergence

/-- Two-level Hamiltonian `diag(0, Δ) + z [[0, v], [v, w]]` with complex perturbation
strength `z`. -/
noncomputable def H (Δ v w : ℝ) (z : ℂ) : Matrix (Fin 2) (Fin 2) ℂ :=
  !![0, 0; 0, (Δ : ℂ)] + z • !![0, (v : ℂ); (v : ℂ), (w : ℂ)]

/-- `E` is an eigenvalue of `M`: it solves the secular equation. -/
def IsEnergy (M : Matrix (Fin 2) (Fin 2) ℂ) (E : ℂ) : Prop :=
  (E • (1 : Matrix (Fin 2) (Fin 2) ℂ) - M).det = 0

/-- `M` has a repeated eigenvalue: its secular determinant is a perfect square. -/
def HasRepeatedEnergy (M : Matrix (Fin 2) (Fin 2) ℂ) : Prop :=
  ∃ E : ℂ, ∀ x : ℂ, (x • (1 : Matrix (Fin 2) (Fin 2) ℂ) - M).det = (x - E) ^ 2

/-- The secular determinant of the two-level Hamiltonian. -/
theorem secular (Δ v w : ℝ) (z x : ℂ) :
    (x • (1 : Matrix (Fin 2) (Fin 2) ℂ) - H Δ v w z).det
      = x * (x - (Δ + w * z)) - v ^ 2 * z ^ 2 := by
  rw [Matrix.det_fin_two]
  simp [H]
  ring

/-- The two energies coincide exactly where the discriminant vanishes. -/
theorem repeated_iff (Δ v w : ℝ) (z : ℂ) :
    HasRepeatedEnergy (H Δ v w z) ↔ ((Δ : ℂ) + w * z) ^ 2 + 4 * v ^ 2 * z ^ 2 = 0 := by
  unfold HasRepeatedEnergy
  simp only [secular]
  constructor
  · rintro ⟨E, h⟩
    have h0 := h 0
    have h1 := h 1
    have hT : (Δ : ℂ) + w * z = 2 * E := by linear_combination h0 - h1
    linear_combination ((Δ : ℂ) + w * z + 2 * E) * hT - 4 * h0
  · intro h
    refine ⟨((Δ : ℂ) + w * z) / 2, fun x => ?_⟩
    linear_combination (-1 / 4) * h

/-- Every point `z` with a repeated energy satisfies `|z|² (w² + 4v²) = Δ²`. -/
theorem exceptional_radius {Δ v w : ℝ} {z : ℂ} (h : HasRepeatedEnergy (H Δ v w z)) :
    ‖z‖ ^ 2 * (w ^ 2 + 4 * v ^ 2) = Δ ^ 2 := by
  rw [repeated_iff] at h
  have key : ∀ s : ℝ, s ^ 2 = 4 * v ^ 2 → (Δ : ℂ) + (w + s * I) * z = 0 →
      ‖z‖ ^ 2 * (w ^ 2 + 4 * v ^ 2) = Δ ^ 2 := by
    intro s hs h1
    have hn : ‖(w : ℂ) + s * I‖ ^ 2 = w ^ 2 + s ^ 2 := by
      rw [Complex.sq_norm, Complex.normSq_apply]
      simp
      ring
    have h2 : ((w : ℂ) + s * I) * z = -(Δ : ℂ) := by linear_combination h1
    have h3 := congrArg (fun t : ℂ => ‖t‖ ^ 2) h2
    simp only [norm_mul, mul_pow, norm_neg, Complex.norm_real, Real.norm_eq_abs, sq_abs,
      hn] at h3
    linear_combination h3 - ‖z‖ ^ 2 * hs
  -- the discriminant splits into two linear factors
  have hf : ((Δ : ℂ) + (w + 2 * v * I) * z) * (Δ + (w - 2 * v * I) * z) = 0 := by
    linear_combination h - 4 * (v : ℂ) ^ 2 * z ^ 2 * Complex.I_sq
  rcases mul_eq_zero.1 hf with h1 | h1
  · exact key (2 * v) (by ring) (by push_cast; linear_combination h1)
  · exact key (-(2 * v)) (by ring) (by push_cast; linear_combination h1)

/-- For nonzero gap and coupling, no function that gives an energy near a point with a
repeated energy is complex differentiable at that point. -/
theorem branch_point {Δ v w : ℝ} (hΔ : Δ ≠ 0) (hv : v ≠ 0) {z : ℂ}
    (hz : HasRepeatedEnergy (H Δ v w z)) {f : ℂ → ℂ}
    (hf : ∀ᶠ u in 𝓝 z, IsEnergy (H Δ v w u) (f u)) : ¬ DifferentiableAt ℂ f z := by
  intro hd
  rw [repeated_iff] at hz
  have hΔ' : (Δ : ℂ) ≠ 0 := by exact_mod_cast hΔ
  have hv' : (v : ℂ) ≠ 0 := by exact_mod_cast hv
  have hE : (fun u => (2 * f u - ((Δ : ℂ) + w * u)) * (2 * f u - ((Δ : ℂ) + w * u)))
      =ᶠ[𝓝 z] fun u => ((Δ : ℂ) + w * u) * (Δ + w * u) + 4 * (v : ℂ) ^ 2 * (u * u) := by
    filter_upwards [hf] with u hu
    rw [IsEnergy, secular] at hu
    linear_combination 4 * hu
  have h0 : 2 * f z - ((Δ : ℂ) + w * z) = 0 := by
    have h1 := hE.eq_of_nhds
    exact mul_self_eq_zero.1 (h1.trans (by linear_combination hz))
  -- differentiate both sides of the squared secular equation
  have hlin : HasDerivAt (fun u : ℂ => (Δ : ℂ) + w * u) (w : ℂ) z :=
    (((hasDerivAt_id' z).const_mul (w : ℂ)).const_add (Δ : ℂ)).congr_deriv (by ring)
  have hg := (hd.hasDerivAt.const_mul (2 : ℂ)).fun_sub hlin
  have hR := (hlin.fun_mul hlin).fun_add
    (((hasDerivAt_id' z).fun_mul (hasDerivAt_id' z)).const_mul (4 * (v : ℂ) ^ 2))
  have hu := (hg.fun_mul hg).unique (hR.congr_of_eventuallyEq hE)
  have hD : 2 * ((Δ : ℂ) + w * z) * w + 8 * v ^ 2 * z = 0 := by
    linear_combination 2 * (2 * deriv f z - w) * h0 - hu
  -- a double zero of the discriminant would force the gap to vanish
  have hTΔ : ((Δ : ℂ) + w * z) * Δ = 0 := by linear_combination hz - z / 2 * hD
  have hT := (mul_eq_zero.1 hTΔ).resolve_right hΔ'
  have hvz : (v : ℂ) ^ 2 * z = 0 := by linear_combination hD / 8 - w / 4 * hT
  have hz0 := (mul_eq_zero.1 hvz).resolve_left (pow_ne_zero 2 hv')
  exact hΔ' (by linear_combination hT - w * hz0)

/-- With gap 1/10, coupling 1/100 and `w = 0` no energy is repeated in the closed unit disc;
with gap 10, coupling 1 and `w = 12` this happens at exactly two points of the open disc. -/
theorem gap_does_not_decide :
    (∀ z : ℂ, ‖z‖ ≤ 1 → ¬ HasRepeatedEnergy (H (1 / 10) (1 / 100) 0 z)) ∧
    (∀ z : ℂ, (‖z‖ < 1 ∧ HasRepeatedEnergy (H 10 1 12 z)) ↔
      z = -30 / 37 + 5 / 37 * I ∨ z = -30 / 37 - 5 / 37 * I) ∧
    (-30 / 37 + 5 / 37 * I : ℂ) ≠ -30 / 37 - 5 / 37 * I := by
  refine ⟨fun z hz h => ?_, fun z => ⟨?_, fun h => ?_⟩, fun h => ?_⟩
  · have h1 := exceptional_radius h
    nlinarith [norm_nonneg z]
  · rintro ⟨_, h⟩
    rw [repeated_iff] at h
    push_cast at h
    have h1 : (z - (-30 / 37 + 5 / 37 * I)) * (z - (-30 / 37 - 5 / 37 * I)) = 0 := by
      linear_combination h / 148 - 25 / 1369 * Complex.I_sq
    exact (mul_eq_zero.1 h1).imp sub_eq_zero.1 sub_eq_zero.1
  · have hr : HasRepeatedEnergy (H 10 1 12 z) := by
      rw [repeated_iff]
      push_cast
      rcases h with rfl | rfl <;> linear_combination (100 / 37) * Complex.I_sq
    have h1 := exceptional_radius hr
    exact ⟨by nlinarith [norm_nonneg z], hr⟩
  · exact Complex.I_ne_zero (by linear_combination (37 / 10) * h)

/-- The small-gap system has an energy that starts at 0 and is holomorphic for `|z| < 5`. -/
theorem small_gap_holomorphic : ∃ f : ℂ → ℂ, f 0 = 0 ∧
    DifferentiableOn ℂ f (Metric.ball 0 5) ∧
    ∀ z ∈ Metric.ball (0 : ℂ) 5, IsEnergy (H (1 / 10) (1 / 100) 0 z) (f z) := by
  -- the argument of the square root stays off the branch cut
  have hs : ∀ z ∈ Metric.ball (0 : ℂ) 5, 1 + z ^ 2 / 25 ∈ Complex.slitPlane := by
    intro z hz
    rw [mem_ball_zero_iff] at hz
    apply Complex.mem_slitPlane_of_norm_lt_one
    have h1 : ‖z ^ 2 / 25‖ = ‖z‖ ^ 2 / 25 := by simp
    rw [h1]
    nlinarith [norm_nonneg z]
  refine ⟨fun z => (1 - Complex.exp (Complex.log (1 + z ^ 2 / 25) / 2)) / 20, by simp,
    fun z hz => ?_, fun z hz => ?_⟩
  · have h1 : DifferentiableAt ℂ (fun u : ℂ => 1 + u ^ 2 / 25) z := by fun_prop
    exact ((((h1.clog (hs z hz)).div_const 2).cexp.const_sub 1).div_const
      20).differentiableWithinAt
  · have hq : Complex.exp (Complex.log (1 + z ^ 2 / 25) / 2) *
        Complex.exp (Complex.log (1 + z ^ 2 / 25) / 2) = 1 + z ^ 2 / 25 := by
      rw [← Complex.exp_add, add_halves,
        Complex.exp_log (Complex.slitPlane_ne_zero (hs z hz))]
    rw [IsEnergy, secular]
    push_cast
    linear_combination hq / 400

/-- The large-gap system has no energy that is holomorphic on the open unit disc. -/
theorem large_gap_not_holomorphic : ¬ ∃ f : ℂ → ℂ,
    DifferentiableOn ℂ f (Metric.ball 0 1) ∧
    ∀ z ∈ Metric.ball (0 : ℂ) 1, IsEnergy (H 10 1 12 z) (f z) := by
  rintro ⟨f, hd, hf⟩
  obtain ⟨h1, h2⟩ := (gap_does_not_decide.2.1 _).2 (Or.inl rfl)
  have hm := Metric.isOpen_ball.mem_nhds (mem_ball_zero_iff.2 h1)
  refine branch_point (by norm_num) (by norm_num) h2 ?_ (hd.differentiableAt hm)
  filter_upwards [hm] with u hu using hf u hu

end GapAndConvergence
```

```lean
#print axioms GapAndConvergence.small_gap_holomorphic
#print axioms GapAndConvergence.large_gap_not_holomorphic
```

```
'GapAndConvergence.small_gap_holomorphic' depends on axioms: [propext, Classical.choice, Quot.sound]
'GapAndConvergence.large_gap_not_holomorphic' depends on axioms: [propext, Classical.choice, Quot.sound]
```

## Reading the proof

`secular` expands the determinant. `repeated_iff` compares it with the square at $x=0$ and $x=1$ to obtain $T=2E$; the converse takes $E=T/2$. In `exceptional_radius`, `key` takes squared moduli in $(w+is)z=-\Delta$, with $s=\pm2v$ covering both linear factors.

In `branch_point`, `hE` is $g^2=D$, uniqueness of the derivative yields `hD`, and `hTΔ` is $T\Delta=0$. The `linear_combination` steps check the algebra.

`gap_does_not_decide` uses the radius formula for both disc bounds and factorises the large-gap quadratic to find its roots. `small_gap_holomorphic` writes the square root as $\exp(\tfrac12\log(\cdot))$, with `hs` keeping its argument off the branch cut. `large_gap_not_holomorphic` applies `branch_point` at $(-30+5i)/37$.
